# Multiplying a symmetry-adapted Wannier gauge matrix by the exponential of a symmetrized anti-Hermitian generator preserves its symmetry and orthonormal columns

In `wannierStep_adapted`, a finite complex matrix `U` builds Wannier orbitals from Bloch bands, and a finite symmetry group acts on the bands and orbitals by unitary representations `d` and `D`. Suppose that `U` has orthonormal columns and satisfies d(g)U = UD(g) for every g, and that `W` is anti-Hermitian. The theorem says that U exp(Π(W)) has both properties too, where Π(W) is the average of D(g)WD(g)† over the group. For the symmetry constraint, the proof uses the fact that Π(W), and hence its exponential, commutes with every D(g). For orthonormality, it uses U†U = 1 to reduce the claim to exp(−Π(W)) exp(Π(W)) = 1, which it tries to prove by combining the two exponentials into one.

As first written in Lean, the proof fails:

```lean
import Mathlib

open scoped Matrix

namespace WannierStepAdapted

noncomputable section

variable {G m n : Type*} [Group G] [Fintype G] [Fintype m] [DecidableEq m]
  [Fintype n] [DecidableEq n]

/-- The group average `Π(W)` of `D(g) W D(g)†` over a finite symmetry group. -/
def symmetrize (D : G →* Matrix.unitaryGroup n ℂ) (W : Matrix n n ℂ) : Matrix n n ℂ :=
  (Fintype.card G : ℂ)⁻¹ • ∑ g, (D g : Matrix n n ℂ) * W * (D g : Matrix n n ℂ)ᴴ

/-- The symmetry constraint `d(g) U = U D(g)` on the gauge matrix `U` that builds Wannier
orbitals (representation `D`) from Bloch bands (representation `d`). -/
def IsSymmetryAdapted {G : Type*} [Group G] (d : G →* Matrix.unitaryGroup m ℂ)
    (D : G →* Matrix.unitaryGroup n ℂ) (U : Matrix m n ℂ) : Prop :=
  ∀ g, (d g : Matrix m m ℂ) * U = U * (D g : Matrix n n ℂ)

/-- One gauge update `U ↦ U exp(Π(W))` with symmetrized generator. -/
def wannierStep (D : G →* Matrix.unitaryGroup n ℂ) (U : Matrix m n ℂ)
    (W : Matrix n n ℂ) : Matrix m n ℂ :=
  U * NormedSpace.exp (symmetrize D W)

/-- The symmetrized generator commutes with every symmetry operation. -/
theorem symmetrize_comm (D : G →* Matrix.unitaryGroup n ℂ) (W : Matrix n n ℂ) (h : G) :
    (D h : Matrix n n ℂ) * symmetrize D W = symmetrize D W * (D h : Matrix n n ℂ) := by
  have hu : (D h : Matrix n n ℂ)ᴴ * (D h : Matrix n n ℂ) = 1 :=
    Matrix.mem_unitaryGroup_iff'.mp (D h).2
  unfold symmetrize
  rw [Matrix.mul_smul, Matrix.smul_mul, Finset.mul_sum, Finset.sum_mul]
  congr 1
  -- relabel the group sum by g ↦ h g
  refine Fintype.sum_equiv (Equiv.mulLeft h) _ _ (fun g => ?_)
  have hm : (D (h * g) : Matrix n n ℂ) = (D h : Matrix n n ℂ) * (D g : Matrix n n ℂ) := by
    rw [map_mul]; rfl
  simp only [Equiv.coe_mulLeft]
  rw [hm, Matrix.conjTranspose_mul]
  simp only [Matrix.mul_assoc, hu, Matrix.mul_one]

/-- Symmetrizing an anti-Hermitian generator gives an anti-Hermitian generator. -/
theorem symmetrize_antiHermitian (D : G →* Matrix.unitaryGroup n ℂ) {W : Matrix n n ℂ}
    (hW : Wᴴ = -W) : (symmetrize D W)ᴴ = -symmetrize D W := by
  simp [symmetrize, Matrix.conjTranspose_smul, Matrix.conjTranspose_sum,
    Matrix.conjTranspose_mul, hW, Matrix.mul_assoc]

/-- If `U` has orthonormal columns and obeys the symmetry constraint, and `W` is
anti-Hermitian, then `U exp(Π(W))` has orthonormal columns and obeys the same constraint. -/
theorem wannierStep_adapted (d : G →* Matrix.unitaryGroup m ℂ)
    (D : G →* Matrix.unitaryGroup n ℂ) {U : Matrix m n ℂ} {W : Matrix n n ℂ}
    (hU : IsSymmetryAdapted d D U) (hO : Uᴴ * U = 1) (hW : Wᴴ = -W) :
    IsSymmetryAdapted d D (wannierStep D U W) ∧
      (wannierStep D U W)ᴴ * wannierStep D U W = 1 := by
  constructor
  · intro g
    have hc : (D g : Matrix n n ℂ) * NormedSpace.exp (symmetrize D W)
        = NormedSpace.exp (symmetrize D W) * (D g : Matrix n n ℂ) :=
      Commute.exp_right (symmetrize_comm D W g)
    unfold wannierStep
    rw [← Matrix.mul_assoc, hU g, Matrix.mul_assoc, hc, ← Matrix.mul_assoc]
  · -- the exponential of an anti-Hermitian matrix is unitary
    have he : NormedSpace.exp (-symmetrize D W) * NormedSpace.exp (symmetrize D W) = 1 := by
      rw [← Matrix.exp_add_of_commute _ _ (Commute.neg_left (Commute.refl _)),
        neg_add_cancel, NormedSpace.exp_zero]
    unfold wannierStep
    rw [Matrix.conjTranspose_mul, Matrix.mul_assoc, ← Matrix.mul_assoc Uᴴ, hO,
      Matrix.one_mul, ← Matrix.exp_conjTranspose, symmetrize_antiHermitian D hW, he]

end

end WannierStepAdapted
```

Lean reports:

```
Main.lean:65:43: error(lean.synthInstanceFailed): failed to synthesize instance of type class
  HasDistribNeg (Matrix ?m.203 ?m.203 ?m.204)

Hint: Type class instance resolution failures can be inspected with the `set_option trace.Meta.synthInstance true` command.
```

Diagnosis. The error is in the proof of `he`, at `Commute.neg_left (Commute.refl _)`, the argument showing that −Π(W) and Π(W) commute. `Commute.neg_left` needs a `HasDistribNeg` instance, which says that negation is compatible with multiplication. Lean looked for this instance while elaborating the term given to `rw`, before matching it against the goal. The matrices were still underscores at that point, so the message shows placeholders for both the index type (`?m.203`) and the entry type (`?m.204`). Without knowing the entries, Lean could not find the instance, although complex square matrices do have one.

The repair proves the commutation first, as `hcomm`, with a stated type that names `symmetrize D W`. This fixes the matrices as n × n and complex, so the instance is found, and `rw` receives a finished proof. The lemma used is still `Commute.neg_left`, now written in dot notation. The reworded comment is mere tidying.

Lean accepts the file once it reads:

```diff
@@ -61,7 +61,9 @@
     unfold wannierStep
     rw [← Matrix.mul_assoc, hU g, Matrix.mul_assoc, hc, ← Matrix.mul_assoc]
-  · -- the exponential of an anti-Hermitian matrix is unitary
+  · -- `exp(-Π(W))` is a left inverse of `exp(Π(W))`
     have he : NormedSpace.exp (-symmetrize D W) * NormedSpace.exp (symmetrize D W) = 1 := by
-      rw [← Matrix.exp_add_of_commute _ _ (Commute.neg_left (Commute.refl _)),
+      have hcomm : Commute (-symmetrize D W) (symmetrize D W) :=
+        (Commute.refl (symmetrize D W)).neg_left
+      rw [← Matrix.exp_add_of_commute _ _ hcomm,
         neg_add_cancel, NormedSpace.exp_zero]
     unfold wannierStep
```
